# The singlet energy behind a state contaminated only by a triplet

Let $y$ be a normalised superposition of a singlet $f$ and a triplet $g$, and let the Hamiltonian $H$ commute with the total-spin operator $S^2$. Write $E_x$ for the energy expectation value in a state $x$, and $s$ for $\langle S^2\rangle$ in $y$, in units of $\hbar^2$. If $s\neq 2$, then

$$E_f = E_y-\frac{s\,(E_g-E_y)}{2-s}.$$

The contaminated energy $E_y$ lies above $E_f$ exactly when $s>0$ and $E_g>E_f$; this second statement holds for $s=2$ as well.

An unrestricted determinant for a stretched H$_2$ molecule is such a superposition, since two electrons have only singlet and triplet states. The formula removes the spin contamination from its energy, but not the other errors of the determinant: $f$ and $g$ are the spin components of $y$ and need not be eigenstates of $H$. If $E_g$ comes from a separate triplet calculation, it has to equal the energy of the triplet component.

## Operators and expectation values

The states live in a complex inner product space `E` of any dimension. The Lean variable `S` stands for the operator $S^2$ in units of $\hbar^2$, with eigenvalues 0, 2 and 6 for singlet, triplet and quintet. Both operators are linear maps from all of `E` to itself, so unbounded operators fit only on a common domain that they preserve.

```lean
import Mathlib

open Finset

namespace SpinContamination

noncomputable section

variable {E : Type*} [NormedAddCommGroup E] [InnerProductSpace ℂ E]
```

The expectation value is the real part of $\langle x,Ax\rangle$, without division by the norm. For a symmetric operator the real part is the whole value. Symmetry of `H` is physically natural, but the theorems do not assume it.

```lean
/-- The real part of `⟨x, A x⟩`: the expectation value of a symmetric operator `A` in a
unit vector `x`. -/
def expect (A : E →ₗ[ℂ] E) (x : E) : ℝ := (inner ℂ x (A x)).re
```

The right-hand side of the formula has its own name, `projectedEnergy`. It is computed from $y$ and $g$ alone.

```lean
/-- The right-hand side of the singlet-energy formula, computed from the expectation values in `y`
and `g`. It is meant for `⟨S²⟩ ≠ 2` in `y`, where the denominator is nonzero. -/
def projectedEnergy (H S : E →ₗ[ℂ] E) (y g : E) : ℝ :=
  expect H y - expect S y * (expect H g - expect H y) / (2 - expect S y)
```

## Symmetric spin operator, spin-conserving Hamiltonian

The hypothesis `hS` says that $S^2$ is symmetric, as an observable must be. The hypothesis `hH` says that $H$ commutes with it, which is true of a spin-free Hamiltonian and fails in general with spin–orbit coupling.

The derivation uses both at its first step. Let $A$ commute with $S^2$, and let $S^2u=au$ and $S^2v=bv$ with real $a\neq b$. Then

$$a\langle u,Av\rangle=\langle S^2u,Av\rangle=\langle u,S^2Av\rangle=\langle u,AS^2v\rangle=b\langle u,Av\rangle,$$

so $\langle u,Av\rangle=0$. In the proof, `hS u (A v)` moves the spin operator across the inner product, the rewrites produce the two eigenvalues, and a nonzero matrix element would force $a=b$.

```lean
/-- An operator that commutes with a symmetric `S` has no matrix element between
eigenvectors of `S` with different eigenvalues. -/
theorem no_coupling {A S : E →ₗ[ℂ] E} (hS : S.IsSymmetric)
    (hA : ∀ x, A (S x) = S (A x)) {a b : ℝ} (hab : a ≠ b) {u v : E}
    (hu : S u = (a : ℂ) • u) (hv : S v = (b : ℂ) • v) : inner ℂ u (A v) = 0 := by
  -- let S act to the left and to the right
  have h := hS u (A v)
  rw [hu, ← hA, hv, map_smul, inner_smul_left, inner_smul_right, Complex.conj_ofReal] at h
  by_contra hne
  exact hab (by exact_mod_cast mul_right_cancel₀ hne h)
```

For $y=cf+dg$ with complex $c,d$, the expansion of $\langle y,Ay\rangle$ has two cross terms, $\bar c d\langle f,Ag\rangle$ and $\bar d c\langle g,Af\rangle$. Both vanish, which leaves

$$\langle A\rangle_y=|c|^2\langle A\rangle_f+|d|^2\langle A\rangle_g .$$

The next theorem does this for any finite family of components with distinct eigenvalues. `Finset.sum_eq_single` keeps the diagonal term of the inner sum, and `no_coupling` removes the rest.

```lean
/-- In a superposition of eigenvectors of a symmetric `S` with distinct eigenvalues, the
expectation value of an operator commuting with `S` is the sum over the components, each
weighted by its squared amplitude. -/
theorem expect_mixture {ι : Type*} [Fintype ι] {A S : E →ₗ[ℂ] E} (hS : S.IsSymmetric)
    (hA : ∀ x, A (S x) = S (A x)) {m : ι → ℝ} (hm : Function.Injective m) {v : ι → E}
    (hv : ∀ i, S (v i) = (m i : ℂ) • v i) (c : ι → ℂ) :
    expect A (∑ i, c i • v i) = ∑ i, ‖c i‖ ^ 2 * expect A (v i) := by
  unfold expect
  rw [map_sum, sum_inner, Complex.re_sum]
  refine Finset.sum_congr rfl fun i _ => ?_
  -- only the diagonal term survives
  rw [inner_sum, Finset.sum_eq_single i]
  · rw [map_smul, inner_smul_left, inner_smul_right, ← mul_assoc, Complex.conj_mul',
      ← Complex.ofReal_pow, Complex.re_ofReal_mul]
  · intro j _ hj
    rw [map_smul, inner_smul_left, inner_smul_right,
      no_coupling hS hA (fun h => hj (hm h).symm) (hv i) (hv j), mul_zero, mul_zero]
  · intro h
    exact absurd (Finset.mem_univ i) h
```

Without commutation, the energy formula can fail even for a symmetric $H$. Take orthonormal $f,g$ with $E_f=E_g=0$ and a real coupling $\langle f,Hg\rangle=k\neq0$. For $y=(4f+3g)/5$ one finds $E_y=24k/25$ and $s=18/25$, and the formula returns $3k/2$ instead of 0.

Real, distinct spin eigenvalues without orthogonal eigenvectors are not enough for the sign criterion. If $\langle f,g\rangle=3/5$ and $y$ is the normalised multiple of $f-\tfrac{3}{10}g$, then $s=-18/73$. With $H=-S^2$, the energy $E_y$ lies above $E_f$ although $s<0$ and $E_g<E_f$.

## Normalised states

The hypotheses `hf1`, `hg1` and `hy1` say that $f$, $g$ and $y$ are unit vectors, so that squared amplitudes are populations. Setting $A$ in the population average to the identity, to $S^2$ and to $H$ gives

$$|c|^2+|d|^2=1,\qquad s=2|d|^2,\qquad E_y=|c|^2E_f+|d|^2E_g .$$

The theorem `spin_weights` contains these three equations for a general finite family. Its auxiliary facts `hid` and `hSv` evaluate the identity and the spin operator in each component, and `expect_mixture` is then applied three times.

```lean
/-- For a unit superposition `y` of unit eigenvectors of a symmetric `S` with distinct eigenvalues,
the squared amplitudes sum to one. With them as weights, the expectation value of `S` in `y` is the
average of the eigenvalues, and that of an `H` commuting with `S` is the average of the expectation
values of `H` in the components. -/
theorem spin_weights {ι : Type*} [Fintype ι] {H S : E →ₗ[ℂ] E} (hS : S.IsSymmetric)
    (hH : ∀ x, H (S x) = S (H x)) {m : ι → ℝ} (hm : Function.Injective m) {v : ι → E}
    (hv : ∀ i, S (v i) = (m i : ℂ) • v i) (hn : ∀ i, ‖v i‖ = 1) (c : ι → ℂ) {y : E}
    (hy : y = ∑ i, c i • v i) (hy1 : ‖y‖ = 1) :
    ∑ i, ‖c i‖ ^ 2 = 1 ∧ expect S y = ∑ i, ‖c i‖ ^ 2 * m i ∧
      expect H y = ∑ i, ‖c i‖ ^ 2 * expect H (v i) := by
  have hid : ∀ x : E, expect LinearMap.id x = ‖x‖ ^ 2 := fun x =>
    inner_self_eq_norm_sq (𝕜 := ℂ) x
  have hSv : ∀ i, expect S (v i) = m i := by
    intro i
    have h1 : (inner ℂ (v i) (v i)).re = 1 := by
      have h := hid (v i)
      rw [hn i, one_pow] at h
      exact h
    unfold expect
    rw [hv i, inner_smul_right, Complex.re_ofReal_mul, h1, mul_one]
  refine ⟨?_, ?_, ?_⟩
  · have h := expect_mixture (A := LinearMap.id) hS (fun _ => rfl) hm hv c
    rw [← hy, hid, hy1] at h
    simp only [hid, hn, one_pow, mul_one] at h
    exact h.symm
  · rw [hy, expect_mixture hS (fun _ => rfl) hm hv c]
    simp only [hSv]
  · rw [hy, expect_mixture hS hH hm hv c]
```

Without normalisation of $y$ the formula fails already for $y=2f$: here $s=0$, and the right-hand side is $4E_f$, which differs from $E_f$ unless $E_f=0$.

## One singlet and one triplet component

The hypotheses `hf` and `hg` give the spins of the components, and `hy` says that $y$ contains nothing else. All triplet parts of a state can be collected into one vector, so a single $g$ is enough. Substituting $|c|^2=1-|d|^2$ into the energy average gives

$$E_y-E_f=|d|^2(E_g-E_f)=\frac{s}{2}(E_g-E_f).$$

This is `energy_shift`, stated as one equation for $s$ and one for the energy difference. The proof applies `spin_weights` to the eigenvalues `![0, 2]` and the states `![f, g]`, then combines the resulting equations linearly.

```lean
section Singlet

-- a unit singlet f and a unit triplet g of a symmetric S that commutes with H
variable {H S : E →ₗ[ℂ] E} {f g y : E} {c d : ℂ} (hS : S.IsSymmetric)
  (hH : ∀ x, H (S x) = S (H x)) (hf : S f = 0) (hg : S g = (2 : ℂ) • g)
  (hf1 : ‖f‖ = 1) (hg1 : ‖g‖ = 1)

include hS hH hf hg hf1 hg1

/-- In a unit mixture `y` of a unit singlet `f` and a unit triplet `g`, with `S` symmetric and
commuting with `H`, `⟨S²⟩` is twice the triplet population, and the energy shift from the
singlet is that population times the singlet-triplet gap. -/
theorem energy_shift (hy : y = c • f + d • g) (hy1 : ‖y‖ = 1) :
    expect S y = 2 * ‖d‖ ^ 2 ∧
      expect H y - expect H f = ‖d‖ ^ 2 * (expect H g - expect H f) := by
  obtain ⟨h1, h2, h3⟩ := spin_weights (m := ![0, 2]) (v := ![f, g]) hS hH
    (by intro i j h; fin_cases i <;> fin_cases j <;> simp_all)
    (Fin.forall_fin_two.2 ⟨by simp [hf], by simp [hg]⟩)
    (Fin.forall_fin_two.2 ⟨hf1, hg1⟩) ![c, d]
    (by rw [hy]; simp [Fin.sum_univ_two]) hy1
  simp only [Fin.sum_univ_two, Matrix.cons_val] at h1 h2 h3
  exact ⟨by linarith, by linear_combination h3 + expect H f * h1⟩
```

## A singlet part must remain

The hypothesis `hs` says $s\neq2$. Since $s=2|d|^2\le2$ in a singlet–triplet mixture, this is the same as $s<2$, or $c\neq0$. It enters only at the final division. Doubling the energy shift and rearranging gives

$$s(E_g-E_y)=(E_y-E_f)(2-s),$$

and division by $2-s$ gives the formula. In the proof this equation is `key`, and `hb` provides the nonzero denominator.

```lean
/-- For a unit mixture `y` of a unit singlet `f` and a unit triplet `g`, with `S` symmetric
and commuting with `H` and `⟨S²⟩ ≠ 2` in `y`, the projected energy is the singlet energy. -/
theorem singlet_energy (hy : y = c • f + d • g) (hy1 : ‖y‖ = 1) (hs : expect S y ≠ 2) :
    expect H f = projectedEnergy H S y g := by
  obtain ⟨h2, hE⟩ := energy_shift hS hH hf hg hf1 hg1 hy hy1
  have hb : 2 - expect S y ≠ 0 := sub_ne_zero.2 hs.symm
  -- eliminate the triplet population
  have key : expect S y * (expect H g - expect H y)
      = (expect H y - expect H f) * (2 - expect S y) := by
    linear_combination (expect H g - expect H f) * h2 - 2 * hE
  rw [projectedEnergy, key, mul_div_cancel_right₀ _ hb]
  ring
```

At $s=2$ the state is a pure triplet and carries no information about $f$. Lean's division by zero then makes `projectedEnergy` equal to $E_y=E_g$, which is the singlet energy only if the two levels are degenerate.

The sign criterion needs no division and therefore no `hs`. The shift is the product of $|d|^2\ge0$ and the gap $E_g-E_f$, so it is positive exactly when both factors are. The two directions of the proof read this off with lemmas on the positivity of products, using $s=2|d|^2$ to translate the population into $\langle S^2\rangle$.

```lean
/-- For a unit mixture `y` of a unit singlet `f` and a unit triplet `g`, with `S` symmetric
and commuting with `H`, the energy of `y` lies above that of the singlet exactly when
`⟨S²⟩ > 0` in `y` and the triplet lies above the singlet. -/
theorem contamination_raises_energy_iff (hy : y = c • f + d • g) (hy1 : ‖y‖ = 1) :
    expect H f < expect H y ↔ 0 < expect S y ∧ expect H f < expect H g := by
  obtain ⟨h2, hE⟩ := energy_shift hS hH hf hg hf1 hg1 hy hy1
  constructor
  · intro h
    have hpos : 0 < ‖d‖ ^ 2 * (expect H g - expect H f) := by linarith
    have hgap := pos_of_mul_pos_right hpos (sq_nonneg ‖d‖)
    have hd := pos_of_mul_pos_left hpos hgap.le
    exact ⟨by linarith, by linarith⟩
  · rintro ⟨h0, h4⟩
    have hd : 0 < ‖d‖ ^ 2 := by linarith
    have hpos := mul_pos hd (sub_pos.2 h4)
    linarith
```

If the triplet lies below the singlet, contamination lowers the energy instead.

## What a quintet component changes

With more than two unpaired electrons, as when a multiple bond breaks, $y$ may also contain a quintet. Let $q$ be a unit quintet, $y=cf+dg+eq$, and again $s\neq2$. The populations now satisfy

$$|c|^2=1-|d|^2-|e|^2,\qquad s=2|d|^2+6|e|^2,$$

$$E_y-E_f=|d|^2(E_g-E_f)+|e|^2(E_q-E_f).$$

Multiply the error of the projected energy by $2-s$ and insert these equations:

$$\begin{aligned}
(E_y-E_f)(2-s)-s(E_g-E_y)&=2(E_y-E_f)-s(E_g-E_f)\\
&=2|e|^2\big[(E_q-E_f)-3(E_g-E_f)\big].
\end{aligned}$$

Dividing by $2-s$ gives the error stated in `quintet_error`. Its proof uses `spin_weights` with three components, eliminates $|c|^2$ through `hp`, and divides as before.

```lean
/-- For a unit mixture `y` of a unit singlet `f`, a unit triplet `g` and a unit quintet `q` with
amplitude `e`, with `S` symmetric and commuting with `H` and `⟨S²⟩ ≠ 2` in `y`, the projected energy
minus the singlet energy is `2 * ‖e‖ ^ 2 / (2 - ⟨S²⟩)` times the difference between the
singlet-quintet gap and three times the singlet-triplet gap. -/
theorem quintet_error {q : E} {e : ℂ} (hq : S q = (6 : ℂ) • q) (hq1 : ‖q‖ = 1)
    (hy : y = c • f + d • g + e • q) (hy1 : ‖y‖ = 1) (hs : expect S y ≠ 2) :
    projectedEnergy H S y g - expect H f =
      2 * ‖e‖ ^ 2 * ((expect H q - expect H f) - 3 * (expect H g - expect H f))
        / (2 - expect S y) := by
  obtain ⟨h1, h2, h3⟩ := spin_weights (m := ![0, 2, 6]) (v := ![f, g, q]) hS hH
    (by intro i j h; fin_cases i <;> fin_cases j <;> simp_all)
    (by intro i; fin_cases i <;> simp [hf, hg, hq])
    (by intro i; fin_cases i <;> simp [hf1, hg1, hq1]) ![c, d, e]
    (by rw [hy]; simp [Fin.sum_univ_three]) hy1
  simp only [Fin.sum_univ_three, Matrix.cons_val] at h1 h2 h3
  have hb : 2 - expect S y ≠ 0 := sub_ne_zero.2 hs.symm
  have key : (expect H y - expect H f) * (2 - expect S y)
      - expect S y * (expect H g - expect H y)
      = 2 * ‖e‖ ^ 2 * ((expect H q - expect H f) - 3 * (expect H g - expect H f)) := by
    have hp : ‖c‖ ^ 2 = 1 - ‖d‖ ^ 2 - ‖e‖ ^ 2 := by linarith
    rw [h2, h3, hp]
    ring
  rw [← key, sub_div, mul_div_cancel_right₀ _ hb, projectedEnergy]
  ring

end Singlet
```

For $e\neq0$ the error vanishes exactly when the quintet gap is three times the triplet gap. Energies that are linear in the eigenvalue of $S^2$, as in a two-site Heisenberg model, have this spacing. Otherwise the formula misses $E_f$, and the sign of the error also depends on whether $s$ is below or above 2, since a quintet can raise $s$ past 2.

## A three-level system that meets the hypotheses

A diagonal model shows that the assumptions are consistent. The operator `levelOp w` multiplies level $i$ by the real number $w_i$, with $i=0,1,2$.

```lean
/-- The operator on a three-level system that multiplies level `i` by the real number `w i`. -/
def levelOp (w : Fin 3 → ℝ) : EuclideanSpace ℂ (Fin 3) →ₗ[ℂ] EuclideanSpace ℂ (Fin 3) where
  toFun x := WithLp.toLp 2 fun i => (w i : ℂ) * x i
  map_add' x y := by ext i; simp [mul_add]
  map_smul' c x := by ext i; simp [mul_left_comm]
```

The basis states serve as singlet, triplet and quintet, in this order.

```lean
/-- The `i`-th basis state of the three-level system. -/
def level (i : Fin 3) : EuclideanSpace ℂ (Fin 3) := EuclideanSpace.single i 1
```

With $S^2=\mathrm{diag}(0,2,6)$ and arbitrary real level energies, the theorem below checks symmetry, commutation, the eigenvalue equations and the norms. It gives one unit mixture with amplitudes $(4/5,3/5)$ and $s=18/25$, and one with amplitudes $(6/7,3/7,2/7)$ and $s=6/7$. The proof works component by component and evaluates the finite sums.

For the first mixture with $E_f=0$ and $E_g=1$, the contaminated energy is $E_y=9/25$. The correction is $(18/25)(16/25)/(32/25)=9/25$, and subtracting it returns $E_f=0$.

```lean
/-- A three-level model with `S² = diag(0, 2, 6)` and any level energies `w` has a symmetric
`S²` commuting with `H`, unit basis states that are eigenvectors of `S²`, and unit mixtures of
two and of three of them with `⟨S²⟩` equal to `18/25` and `6/7`. -/
theorem spin_model_witness (w : Fin 3 → ℝ) :
    (levelOp ![0, 2, 6]).IsSymmetric ∧
    (∀ x, levelOp w (levelOp ![0, 2, 6] x) = levelOp ![0, 2, 6] (levelOp w x)) ∧
    levelOp ![0, 2, 6] (level 0) = 0 ∧
    levelOp ![0, 2, 6] (level 1) = (2 : ℂ) • level 1 ∧
    levelOp ![0, 2, 6] (level 2) = (6 : ℂ) • level 2 ∧
    (∀ i, ‖level i‖ = 1) ∧
    ‖(4 / 5 : ℂ) • level 0 + (3 / 5 : ℂ) • level 1‖ = 1 ∧
    expect (levelOp ![0, 2, 6]) ((4 / 5 : ℂ) • level 0 + (3 / 5 : ℂ) • level 1) = 18 / 25 ∧
    ‖(6 / 7 : ℂ) • level 0 + (3 / 7 : ℂ) • level 1 + (2 / 7 : ℂ) • level 2‖ = 1 ∧
    expect (levelOp ![0, 2, 6])
      ((6 / 7 : ℂ) • level 0 + (3 / 7 : ℂ) • level 1 + (2 / 7 : ℂ) • level 2) = 6 / 7 := by
  refine ⟨?_, ?_, ?_, ?_, ?_, ?_, ?_, ?_, ?_, ?_⟩
  · intro x y
    rw [PiLp.inner_apply, PiLp.inner_apply]
    refine Finset.sum_congr rfl fun i _ => ?_
    simp only [levelOp, LinearMap.coe_mk, AddHom.coe_mk, RCLike.inner_apply, map_mul,
      Complex.conj_ofReal]
    ring
  · intro x
    ext i
    simp only [levelOp, LinearMap.coe_mk, AddHom.coe_mk]
    ring
  iterate 3
    · ext i
      fin_cases i <;> simp [levelOp, level]
  · intro i
    simp [level]
  · rw [EuclideanSpace.norm_eq, Real.sqrt_eq_one, Fin.sum_univ_three]
    simp [level]
    norm_num
  · norm_num [expect, levelOp, level, PiLp.inner_apply, Fin.sum_univ_three]
  · rw [EuclideanSpace.norm_eq, Real.sqrt_eq_one, Fin.sum_univ_three]
    simp [level]
    norm_num
  · simp [expect, levelOp, level, PiLp.inner_apply]
    norm_num

end

end SpinContamination
```

```lean
#print axioms SpinContamination.singlet_energy
-- 'SpinContamination.singlet_energy' depends on axioms: [propext, Classical.choice, Quot.sound]
#print axioms SpinContamination.contamination_raises_energy_iff
-- 'SpinContamination.contamination_raises_energy_iff' depends on axioms: [propext, Classical.choice, Quot.sound]
#print axioms SpinContamination.quintet_error
-- 'SpinContamination.quintet_error' depends on axioms: [propext, Classical.choice, Quot.sound]
```
